# The first-order singles equation has exactly one solution precisely when the virtual and occupied Fock blocks share no eigenvalue

## Are nonzero diagonal differences enough?

In second-order perturbation theory on a restricted open-shell reference with localized orbitals, I get the first-order singles amplitudes of each spin by solving a linear system iteratively, because the virtual and occupied blocks of that spin's Fock matrix are not diagonal. Each update divides the residual by a difference of diagonal Fock elements, occupied minus virtual. In orbitals that make both blocks diagonal, those differences are the orbital-energy denominators, and if none vanishes the amplitudes are fixed. In my localized orbitals none of them vanishes either. Does that guarantee that the system has a solution, and only one? If not, what takes the place of the denominators when the blocks are not diagonal?

## The spectra decide, not the diagonals

No, it doesn't. What matters is whether the two blocks have an eigenvalue in common. Write $F$ for the virtual block, $G$ for the occupied block, $v$ for the driving term and $t$ for the amplitudes, with rows labelled by virtual and columns by occupied orbitals. The equation is

$$v + Ft - tG = 0.$$

For any given $v$ it has exactly one solution if and only if $F$ and $G$ share no eigenvalue.

A small example shows how the diagonal elements mislead. Take two virtual orbitals and one occupied orbital, with

$$F=\begin{pmatrix}1&1\\1&1\end{pmatrix},\qquad G=(0).$$

Both differences $F_{aa}-G_{ii}$ equal $1$, but $F$ has eigenvalues $0$ and $2$, and $0$ is also the eigenvalue of $G$. The equation reads $t_1+t_2=-v_1$ and $t_1+t_2=-v_2$. For $v=(1,0)^T$ there is no solution; for $v=(1,1)^T$ there are infinitely many.

**Uniqueness.** A number $\mu$ is an eigenvalue of $A$ when $Ax=\mu x$ for some $x\neq0$. This says that $\mu 1-A$ annihilates a nonzero vector, so it is equivalent to $\det(\mu 1-A)=0$. The eigenvalues are therefore the roots of the characteristic polynomial $\chi_A$.

Suppose $Ft=tG$. If $F^kt=tG^k$, then

$$F^{k+1}t=F^k(Ft)=F^ktG=tG^{k+1},$$

so the relation holds for all powers, starting from $k=0$. Taking linear combinations gives $p(F)t=t\,p(G)$ for every polynomial $p$.

If $F$ and $G$ share no eigenvalue, $\chi_F$ and $\chi_G$ have no common root. Over the complex numbers they are then coprime, so there are polynomials $a,b$ with $a\chi_F+b\chi_G=1$. Insert $F$. By Cayley–Hamilton $\chi_F(F)=0$, which leaves $b(F)\chi_G(F)=1$. Hence

$$t=b(F)\chi_G(F)t=b(F)\,t\,\chi_G(G)=0,$$

where the last step is Cayley–Hamilton for $G$.

**Existence.** The map $L(t)=Ft-tG$ is linear on the finite-dimensional space of amplitude matrices. Its kernel is zero, so it is injective and therefore surjective. Exactly one $t$ satisfies $L(t)=-v$.

**Converse.** Let $\mu$ be a common eigenvalue, with $Fx=\mu x$ and $x\neq0$. Since $\det(\mu1-G)=0$, there is also a left eigenvector $y\neq0$ with $y^TG=\mu y^T$. The matrix $s=xy^T$ is nonzero, and $Fs=\mu s=sG$. If $t$ solves the amplitude equation, so does $t+s$, and uniqueness fails for every $v$.

**Return to denominators.** Let $U$ and $W$ be unitary rotations of the virtual and occupied orbitals, and set $F'=U^\dagger FU$, $G'=W^\dagger GW$, $v'=U^\dagger vW$ and $t'=U^\dagger tW$. Because $UU^\dagger=1$ and $WW^\dagger=1$,

$$F't'=U^\dagger FtW,\qquad t'G'=U^\dagger tGW,$$

so the new residual is $U^\dagger(v+Ft-tG)W$. It vanishes exactly when the old one does. If the blocks are diagonal and no virtual energy $e_a$ equals an occupied energy $f_i$, each entry separates and can be solved:

$$v_{ai}+e_at_{ai}-t_{ai}f_i=0,\qquad t_{ai}=\frac{v_{ai}}{f_i-e_a}.$$

**In the calculation.** Your iteration computes $R=v+Ft-tG$ and adds $R_{ai}/(G_{ii}-F_{aa})$ to $t_{ai}$. These denominators set the step; a fixed point is a matrix with $R=0$, whatever their nonzero values. If the iteration converges and the spectra are disjoint, it has found the only solution. For singles from a restricted open-shell reference, $v$ is the virtual–occupied Fock block of one spin. For closed-shell doubles, rows are ordered pairs of virtual spatial orbitals and columns ordered pairs of occupied ones, $F$ becomes $F\otimes1+1\otimes F$, and $G$ changes likewise. The condition is then that no sum of two virtual eigenvalues equals a sum of two occupied ones, where the same eigenvalue may be taken twice. It holds whenever every virtual eigenvalue lies above every occupied one.

In the Lean file, `V` and `O` are finite sets of virtual and occupied orbital labels, and `Matrix V O ℂ` is the type of $v$ and $t$. `IsEigenvalue A μ` is the eigenvector definition above, and `residual F G v t` is the left side of the amplitude equation. In `existsUnique_amplitude`, the hypothesis `h` says that no complex `μ` is an eigenvalue of both blocks, and `∃! t` means that exactly one `t` makes the residual zero. `existsUnique_amplitude_iff` gives the equivalence for each fixed `v`. Neither block has to be Hermitian or diagonalizable.

Two names differ from common usage: `G` is the occupied block of the same Fock matrix that supplies `F`, and in `canonical_amplitude` the letter `f` denotes occupied orbital energies, usually written $\varepsilon_i$. The denominator is occupied minus virtual, hence negative for an ordinary gapped reference. No overlap matrix appears, so the orbitals are taken as orthonormal. All amplitudes are kept; a local method that discards some of them solves a smaller system, to which the theorem need not apply.

The equation itself is the starting point. That it determines the first-order amplitudes comes from perturbation theory, with a zeroth-order Hamiltonian that keeps only the occupied–occupied and virtual–virtual Fock blocks. Within that finite, linear model, the result tells you when second-order theory in non-canonical orbitals has well-defined amplitudes. It gives no bound on their size when two eigenvalues nearly coincide, and no convergence rate for the iteration.

```lean
import Mathlib

open Matrix

namespace NonCanonicalAmplitudes

variable {V O : Type*} [Fintype V] [DecidableEq V] [Fintype O] [DecidableEq O]

/-- The number `μ` is an eigenvalue of the matrix `A`: some nonzero vector `x` satisfies
`A x = μ x`. -/
def IsEigenvalue {n : Type*} [Fintype n] (A : Matrix n n ℂ) (μ : ℂ) : Prop :=
  ∃ x : n → ℂ, x ≠ 0 ∧ A *ᵥ x = μ • x

/-- The residual `v + F t - t G` of the first-order amplitude equation, with virtual block `F`,
occupied block `G`, driving term `v` and amplitudes `t`. -/
def residual (F : Matrix V V ℂ) (G : Matrix O O ℂ) (v t : Matrix V O ℂ) : Matrix V O ℂ :=
  v + F * t - t * G

/-- The eigenvalues of a matrix are the zeros of its characteristic determinant. -/
theorem isEigenvalue_iff_det (A : Matrix V V ℂ) (μ : ℂ) :
    IsEigenvalue A μ ↔ (Matrix.scalar V μ - A).det = 0 := by
  have key : ∀ x : V → ℂ, (Matrix.scalar V μ - A) *ᵥ x = μ • x - A *ᵥ x := by
    intro x
    rw [Matrix.sub_mulVec]
    congr 1
    ext i
    simp [Matrix.scalar_apply, Matrix.mulVec_diagonal]
  rw [← Matrix.exists_mulVec_eq_zero_iff]
  constructor
  · rintro ⟨x, hx, h⟩
    exact ⟨x, hx, by rw [key, h, sub_self]⟩
  · rintro ⟨x, hx, h⟩
    exact ⟨x, hx, (sub_eq_zero.mp ((key x).symm.trans h)).symm⟩

/-- If `F t = t G`, then `p(F) t = t p(G)` for every polynomial `p`. -/
theorem polynomial_intertwines {F : Matrix V V ℂ} {G : Matrix O O ℂ} {t : Matrix V O ℂ}
    (h : F * t = t * G) (p : Polynomial ℂ) :
    Polynomial.aeval F p * t = t * Polynomial.aeval G p := by
  have hpow : ∀ k : ℕ, F ^ k * t = t * G ^ k := by
    intro k
    induction k with
    | zero => simp
    | succ k ih =>
      rw [pow_succ, pow_succ, Matrix.mul_assoc, h, ← Matrix.mul_assoc (F ^ k) t G, ih,
        Matrix.mul_assoc]
  induction p using Polynomial.induction_on' with
  | add p q hp hq => rw [map_add, map_add, Matrix.add_mul, Matrix.mul_add, hp, hq]
  | monomial k c =>
    rw [Polynomial.aeval_monomial, Polynomial.aeval_monomial, ← Algebra.smul_def,
      ← Algebra.smul_def, Matrix.smul_mul, Matrix.mul_smul, hpow]

/-- If `F` and `G` have no common eigenvalue, the homogeneous equation `F t = t G` has only
the solution `t = 0`. -/
theorem homogeneous_eq_zero {F : Matrix V V ℂ} {G : Matrix O O ℂ}
    (h : ∀ μ, ¬ (IsEigenvalue F μ ∧ IsEigenvalue G μ)) {t : Matrix V O ℂ}
    (ht : F * t = t * G) : t = 0 := by
  -- without a common root the characteristic polynomials are coprime
  have hco : IsCoprime F.charpoly G.charpoly := by
    refine (Polynomial.isCoprime_iff_aeval_ne_zero_of_isAlgClosed ℂ ℂ _ _).mpr fun μ => ?_
    by_contra hc
    simp only [not_or, not_ne_iff, Polynomial.coe_aeval_eq_eval, Matrix.eval_charpoly] at hc
    exact h μ ⟨(isEigenvalue_iff_det F μ).mpr hc.1, (isEigenvalue_iff_det G μ).mpr hc.2⟩
  obtain ⟨a, b, hab⟩ := hco
  -- Cayley-Hamilton for `F` turns the Bézout identity into an inverse
  have h1 : Polynomial.aeval F b * Polynomial.aeval F G.charpoly = 1 := by
    have h2 := congrArg (Polynomial.aeval F) hab
    rwa [map_add, map_mul, map_mul, Matrix.aeval_self_charpoly, mul_zero, zero_add,
      map_one] at h2
  calc t = (Polynomial.aeval F b * Polynomial.aeval F G.charpoly) * t := by
        rw [h1, Matrix.one_mul]
    _ = Polynomial.aeval F b * (t * Polynomial.aeval G G.charpoly) := by
        rw [Matrix.mul_assoc, polynomial_intertwines ht]
    _ = 0 := by rw [Matrix.aeval_self_charpoly, Matrix.mul_zero, Matrix.mul_zero]

/-- If `F` and `G` have no common eigenvalue, the first-order amplitude equation
`v + F t - t G = 0` has exactly one solution `t` for every `v`. -/
theorem existsUnique_amplitude {F : Matrix V V ℂ} {G : Matrix O O ℂ}
    (h : ∀ μ, ¬ (IsEigenvalue F μ ∧ IsEigenvalue G μ)) (v : Matrix V O ℂ) :
    ∃! t, residual F G v t = 0 := by
  let L : Matrix V O ℂ →ₗ[ℂ] Matrix V O ℂ :=
    { toFun := fun t => F * t - t * G
      map_add' := by
        intro s t
        simp only [Matrix.mul_add, Matrix.add_mul]
        abel
      map_smul' := by
        intro c t
        simp only [Matrix.mul_smul, Matrix.smul_mul, smul_sub, RingHom.id_apply] }
  have hinj : Function.Injective L :=
    (injective_iff_map_eq_zero L).mpr fun t ht => homogeneous_eq_zero h (sub_eq_zero.mp ht)
  -- in finite dimension uniqueness implies existence
  obtain ⟨t, ht⟩ := LinearMap.injective_iff_surjective.mp hinj (-v)
  have ht' : F * t - t * G = -v := ht
  refine ⟨t, ?_, fun s hs => ?_⟩
  · show v + F * t - t * G = 0
    rw [add_sub_assoc, ht', add_neg_cancel]
  · have hs' : v + F * s - s * G = 0 := hs
    rw [add_sub_assoc] at hs'
    apply hinj
    show F * s - s * G = F * t - t * G
    rw [ht']
    exact eq_neg_of_add_eq_zero_right hs'

omit [DecidableEq V] in
/-- If `F` and `G` share an eigenvalue, the homogeneous equation `F t = t G` has a nonzero
solution. -/
theorem exists_zero_mode {F : Matrix V V ℂ} {G : Matrix O O ℂ} {μ : ℂ}
    (hF : IsEigenvalue F μ) (hG : IsEigenvalue G μ) :
    ∃ t : Matrix V O ℂ, t ≠ 0 ∧ F * t = t * G := by
  obtain ⟨x, hx, hFx⟩ := hF
  obtain ⟨y, hy, hyG⟩ :=
    Matrix.exists_vecMul_eq_zero_iff.mpr ((isEigenvalue_iff_det G μ).mp hG)
  have hGy : y ᵥ* G = μ • y := by
    rw [Matrix.vecMul_sub, sub_eq_zero] at hyG
    rw [← hyG]
    ext j
    simp [Matrix.scalar_apply, Matrix.vecMul_diagonal, mul_comm]
  -- right eigenvector of `F` times left eigenvector of `G`
  refine ⟨Matrix.vecMulVec x y, fun h0 => ?_, ?_⟩
  · obtain ⟨i, hi⟩ := Function.ne_iff.mp hx
    obtain ⟨j, hj⟩ := Function.ne_iff.mp hy
    have hij : x i * y j = 0 := congrFun (congrFun h0 i) j
    exact mul_ne_zero hi hj hij
  · rw [Matrix.mul_vecMulVec, Matrix.vecMulVec_mul, hFx, hGy]
    ext i j
    simp only [Matrix.vecMulVec_apply, Pi.smul_apply, smul_eq_mul]
    ring

/-- For any given `v`, the amplitude equation has exactly one solution if and only if `F` and
`G` have no common eigenvalue. -/
theorem existsUnique_amplitude_iff (F : Matrix V V ℂ) (G : Matrix O O ℂ) (v : Matrix V O ℂ) :
    (∃! t, residual F G v t = 0) ↔ ∀ μ, ¬ (IsEigenvalue F μ ∧ IsEigenvalue G μ) := by
  refine ⟨?_, fun h => existsUnique_amplitude h v⟩
  rintro ⟨t, ht, hu⟩ μ ⟨hF, hG⟩
  obtain ⟨s, hs0, hs⟩ := exists_zero_mode hF hG
  -- adding the zero mode gives a second solution
  have h2 : residual F G v (t + s) = 0 := by
    unfold residual
    rw [Matrix.mul_add, Matrix.add_mul, hs]
    calc v + (F * t + s * G) - (t * G + s * G) = v + F * t - t * G := by abel
      _ = 0 := ht
  have h3 : t + s = t := hu _ h2
  exact hs0 (add_eq_left.mp h3)

/-- Under unitary rotations `U` of the virtual and `W` of the occupied orbitals, the residual
transforms in the same way as the amplitudes. -/
theorem residual_rotate (F U : Matrix V V ℂ) (G W : Matrix O O ℂ) (v t : Matrix V O ℂ)
    (hU : U * Uᴴ = 1) (hW : W * Wᴴ = 1) :
    residual (Uᴴ * F * U) (Wᴴ * G * W) (Uᴴ * v * W) (Uᴴ * t * W)
      = Uᴴ * residual F G v t * W := by
  have h1 : Uᴴ * F * U * (Uᴴ * t * W) = Uᴴ * (F * t) * W := by
    calc _ = Uᴴ * F * (U * Uᴴ) * t * W := by simp only [Matrix.mul_assoc]
      _ = _ := by rw [hU, Matrix.mul_one]; simp only [Matrix.mul_assoc]
  have h2 : Uᴴ * t * W * (Wᴴ * G * W) = Uᴴ * (t * G) * W := by
    calc _ = Uᴴ * t * (W * Wᴴ) * G * W := by simp only [Matrix.mul_assoc]
      _ = _ := by rw [hW, Matrix.mul_one]; simp only [Matrix.mul_assoc]
  unfold residual
  rw [h1, h2, Matrix.mul_sub, Matrix.mul_add, Matrix.sub_mul, Matrix.add_mul]

/-- For diagonal blocks with no virtual energy `e a` equal to an occupied energy `f i`, the
amplitude equation holds exactly when `t a i = v a i / (f i - e a)`. -/
theorem canonical_amplitude (e : V → ℂ) (f : O → ℂ) (h : ∀ a i, e a ≠ f i)
    (v t : Matrix V O ℂ) :
    residual (Matrix.diagonal e) (Matrix.diagonal f) v t = 0
      ↔ ∀ a i, t a i = v a i / (f i - e a) := by
  have entry : ∀ a i, residual (Matrix.diagonal e) (Matrix.diagonal f) v t a i
      = v a i + e a * t a i - t a i * f i := by
    intro a i
    simp [residual]
  constructor
  · intro ht a i
    have h1 := entry a i
    rw [ht, Matrix.zero_apply] at h1
    rw [eq_div_iff (sub_ne_zero.mpr (h a i).symm)]
    linear_combination h1
  · intro ht
    ext a i
    have h1 := ht a i
    rw [eq_div_iff (sub_ne_zero.mpr (h a i).symm)] at h1
    rw [entry, Matrix.zero_apply]
    linear_combination -h1

end NonCanonicalAmplitudes
```

```lean
#print axioms NonCanonicalAmplitudes.existsUnique_amplitude
-- 'NonCanonicalAmplitudes.existsUnique_amplitude' depends on axioms: [propext, Classical.choice, Quot.sound]
#print axioms NonCanonicalAmplitudes.existsUnique_amplitude_iff
-- 'NonCanonicalAmplitudes.existsUnique_amplitude_iff' depends on axioms: [propext, Classical.choice, Quot.sound]
#print axioms NonCanonicalAmplitudes.residual_rotate
-- 'NonCanonicalAmplitudes.residual_rotate' depends on axioms: [propext, Classical.choice, Quot.sound]
#print axioms NonCanonicalAmplitudes.canonical_amplitude
-- 'NonCanonicalAmplitudes.canonical_amplitude' depends on axioms: [propext, Classical.choice, Quot.sound]
```

`isEigenvalue_iff_det` rewrites $(\mu1-A)x$ as $\mu x-Ax$ in `key`, then uses Mathlib's theorem that a square matrix annihilates a nonzero vector exactly when its determinant is zero.

In `polynomial_intertwines`, `hpow` is the induction on powers. `Polynomial.induction_on'` extends it to all polynomials by treating sums and single terms $cX^k$ separately.

`homogeneous_eq_zero` contains the uniqueness argument. For `hco`, it assumes that both characteristic polynomials vanish at some `μ` and contradicts `h` through the determinant criterion. Coprimality supplies `a`, `b` and the identity `hab`. Applying `Polynomial.aeval F`, which inserts $F$ into a polynomial, yields `h1`, the relation $b(F)\chi_G(F)=1$. The `calc` block is the displayed chain ending in $t=0$.

`existsUnique_amplitude` builds the linear map `L` and gets its injectivity, `hinj`, from the previous lemma. `LinearMap.injective_iff_surjective` then provides a preimage of `-v`. The rest checks that this preimage solves the equation and that any other solution has the same image under `L`, so it is the same matrix.

`exists_zero_mode` obtains the left eigenvector from the vanishing determinant and forms $xy^T$ as `Matrix.vecMulVec x y`. Picking a nonzero entry from each vector shows that the product is not the zero matrix. `existsUnique_amplitude_iff` adds this zero mode `s` to the supposed unique solution: `h2` says that `t + s` is also a solution, uniqueness gives `t + s = t`, and this contradicts $s\neq0$.

In `residual_rotate`, `h1` and `h2` are the two product identities for the rotated blocks, each obtained by regrouping until $UU^\dagger$ or $WW^\dagger$ appears and can be replaced by the identity. In `canonical_amplitude`, `entry` writes out one matrix element of the residual. The hypothesis that no `e a` equals an `f i` permits multiplication by the denominator, and `linear_combination` does the remaining algebra in both directions.
